# Adjacent sites of the AKLT matrix product state have no spin-2 component

For the Pauli matrices $\sigma_x,\sigma_y,\sigma_z$ and a complex $3\times3$ matrix $T$,
$$\sum_{a,b} T_{ab}\,\sigma_a\sigma_b = 0 \iff T^{\mathsf T}=T \ \text{ and } \ \operatorname{tr}T=0 .$$
Read as states of two spin-1 sites, such $T$ are exactly the solutions of $J^2T=6T$. Hence, in the chain state with amplitudes $\operatorname{tr}(B\,\sigma_{s_1}\cdots\sigma_{s_N})$, the amplitudes on two neighbouring sites $j$ and $j+1$, with the other sites fixed in any configuration, are orthogonal to every state of total spin 2, for every length and every boundary matrix $B$. The bond operator $\mathbf S_1\!\cdot\mathbf S_2+\tfrac13(\mathbf S_1\!\cdot\mathbf S_2)^2$ multiplies them by $-2/3$. The AKLT theorem also includes the ground-state property for the chain, uniqueness, the spectral gap and the decay of correlations, none of which is treated here. The result provides an exact bond energy against which a matrix product code can be tested, for the spin-1 bilinear-biquadratic chain at the single coupling ratio $1/3$.

```lean
import Mathlib

open Matrix Complex

namespace AKLTSpinTwo

noncomputable section
```

## Sites, bonds and operators

A site carries spin 1 in the Cartesian basis $|x\rangle,|y\rangle,|z\rangle$, taken orthonormal and labelled $0,1,2$ by `Fin 3`. The virtual space has dimension 2. The type `Mat3` serves twice: for operators on one site, and for the amplitudes $T_{ab}$ of a two-site state $\sum T_{ab}|a\rangle|b\rangle$.

```lean
/-- Matrices on the two-dimensional virtual (bond) space of the MPS. -/
abbrev BondMatrix := Matrix (Fin 2) (Fin 2) ℂ

/-- Complex 3×3 matrices: operators on one spin-1 site, or amplitudes `T a b` of a state of
two spin-1 sites, in the Cartesian basis x, y, z. -/
abbrev Mat3 := Matrix (Fin 3) (Fin 3) ℂ
```

The tensor for a site in state $a$ is $\sigma_a$, without a normalising factor. A nonzero common factor would rescale the product formulas for the tensors and the explicit amplitude computed below, but it would leave the vanishing statements and the factor $-2/3$ unchanged. With $\hbar=1$ the spin matrices are $(S^c)_{ab}=-i\varepsilon_{cab}$.

```lean
/-- The AKLT site tensors: the Pauli matrices `σ_x, σ_y, σ_z`. -/
def pauli : Fin 3 → BondMatrix := ![!![0, 1; 1, 0], !![0, -I; I, 0], !![1, 0; 0, -1]]

/-- The spin-1 matrices in the Cartesian basis, `(S^c)_{ab} = -i ε_{cab}`. -/
def spinOne : Fin 3 → Mat3 :=
  ![!![0, 0, 0; 0, 0, -I; 0, I, 0], !![0, 0, I; 0, 0, 0; -I, 0, 0],
    !![0, -I, 0; I, 0, 0; 0, 0, 0]]
```

A product operator acts on amplitudes as $[(A\otimes A')T]_{ab}=\sum A_{aa'}A'_{bb'}T_{a'b'}=(ATA'^{\mathsf T})_{ab}$, with a plain transpose and no conjugation. This fixes the exchange operator $\mathbf S_1\!\cdot\mathbf S_2\,T=\sum_c S^cT(S^c)^{\mathsf T}$, the total spin $J^cT=S^cT+T(S^c)^{\mathsf T}$, its square $J^2=\sum_cJ^cJ^c$ and the bond operator.

```lean
/-- The exchange operator `S₁·S₂ = ∑_c S^c ⊗ S^c` acting on a two-site state. -/
def heisenberg (T : Mat3) : Mat3 := ∑ c, spinOne c * T * (spinOne c)ᵀ

/-- The component `J^c = S^c ⊗ 1 + 1 ⊗ S^c` of the total spin acting on a two-site state. -/
def totalSpin (c : Fin 3) (T : Mat3) : Mat3 := spinOne c * T + T * (spinOne c)ᵀ

/-- The squared total spin `J² = ∑_c J^c J^c` acting on a two-site state. -/
def totalSpinSq (T : Mat3) : Mat3 := ∑ c, totalSpin c (totalSpin c T)

/-- The AKLT bond operator `S₁·S₂ + (S₁·S₂)²/3` acting on a two-site state. -/
def akltBond (T : Mat3) : Mat3 := heisenberg T + (1 / 3 : ℂ) • heisenberg (heisenberg T)
```

The matrix `contract T` is the sum $\sum T_{ab}\sigma_a\sigma_b$. A configuration $s_1\dots s_N$ is a `List (Fin 3)`, so every finite length is allowed, and its amplitude is $\operatorname{tr}(B\sigma_{s_1}\cdots\sigma_{s_N})$. The choice $B=1$ gives the periodic state, and $B=|R\rangle\langle L|$ gives the open-chain amplitude $\langle L|\sigma_{s_1}\cdots\sigma_{s_N}|R\rangle$.

```lean
/-- Two adjacent site tensors contracted with `T`: `∑_{a,b} T(a,b) σ_a σ_b`. -/
def contract (T : Mat3) : BondMatrix := ∑ a, ∑ b, T a b • (pauli a * pauli b)

/-- The ordered product `σ_{s₁} ⋯ σ_{s_N}` of site tensors along a configuration. -/
def siteProduct (s : List (Fin 3)) : BondMatrix := (s.map pauli).prod

/-- The MPS amplitude `tr (B σ_{s₁} ⋯ σ_{s_N})` with boundary matrix `B`. -/
def amplitude (B : BondMatrix) (s : List (Fin 3)) : ℂ := (B * siteProduct s).trace
```

Fixing the sites on the left to the configuration $l$ and those on the right to $r$ leaves an unnormalised two-site state $\psi_{ab}$, the amplitude of `l ++ a :: b :: r`. The matrix `quadrupole` is $v v^{\mathsf T}$ with $v=(1,i,0)$.

```lean
/-- The amplitudes on two adjacent sites, the sites to the left and to the right being fixed
in the configurations `l` and `r`. -/
def bondState (B : BondMatrix) (l r : List (Fin 3)) : Mat3 :=
  Matrix.of fun a b => amplitude B (l ++ a :: b :: r)

/-- The two-site state with amplitudes `v a * v b` for `v = (1, i, 0)`. -/
def quadrupole : Mat3 := !![1, I, 0; I, -1, 0; 0, 0, 0]
```

## The spin algebra on one site

The identity $\varepsilon_{eca}\varepsilon_{edb}=\delta_{cd}\delta_{ab}-\delta_{cb}\delta_{ad}$ (repeated indices summed) gives
$$(S^cS^d)_{ab}=-\varepsilon_{cae}\varepsilon_{deb}=\delta_{cd}\delta_{ab}-\delta_{cb}\delta_{ad}.$$
Antisymmetrising in $c,d$ yields $\delta_{ca}\delta_{db}-\delta_{cb}\delta_{da}=\varepsilon_{cde}\varepsilon_{eab}=i\varepsilon_{cde}(S^e)_{ab}$. Setting $c=d$ and summing yields $3\delta_{ab}-\delta_{ab}=2\delta_{ab}$, the value $s(s+1)$ at $s=1$. The theorem states the three cyclic commutators and the Casimir. In place of the $\varepsilon$ identity, `fin_cases` checks the nine entries of each equation.

```lean
/-- The Cartesian spin matrices obey the angular momentum commutation relations and
`∑_c S^c S^c = 2`. -/
theorem spinOne_algebra :
    spinOne 0 * spinOne 1 - spinOne 1 * spinOne 0 = I • spinOne 2 ∧
    spinOne 1 * spinOne 2 - spinOne 2 * spinOne 1 = I • spinOne 0 ∧
    spinOne 2 * spinOne 0 - spinOne 0 * spinOne 2 = I • spinOne 1 ∧
    ∑ c, spinOne c * spinOne c = (2 : ℂ) • (1 : Mat3) := by
  refine ⟨?_, ?_, ?_, ?_⟩ <;> ext i j <;>
    simp only [Matrix.sub_apply, Matrix.sum_apply, Matrix.mul_apply,
      Matrix.smul_apply, Fin.sum_univ_three, smul_eq_mul] <;>
    fin_cases i <;> fin_cases j <;> simp [spinOne]
  all_goals ring1
```

## Spin 2 means symmetric and traceless

The same identity evaluates the exchange operator:
$$(\mathbf S_1\!\cdot\mathbf S_2\,T)_{ab}=(-i)^2\varepsilon_{caa'}\varepsilon_{cbb'}T_{a'b'}=-(\delta_{ab}\delta_{a'b'}-\delta_{ab'}\delta_{a'b})T_{a'b'}=T_{ba}-\delta_{ab}\operatorname{tr}T .$$
The check is again entry by entry, with `Complex.I_sq` supplying $i^2=-1$.

```lean
/-- The exchange operator acts as `S₁·S₂ T = Tᵀ - (tr T) 1`. -/
theorem heisenberg_eq (T : Mat3) : heisenberg T = Tᵀ - T.trace • (1 : Mat3) := by
  ext i j
  simp only [heisenberg, Matrix.sub_apply, Matrix.sum_apply, Matrix.mul_apply,
    Matrix.smul_apply, Matrix.transpose_apply, Fin.sum_univ_three, smul_eq_mul,
    Matrix.trace_fin_three]
  fin_cases i <;> fin_cases j <;> simp [spinOne]
  all_goals first
    | ring1
    | (ring_nf; simp only [Complex.I_sq]; ring1)
```

Applying $J^c$ twice gives $S^cS^cT+2S^cT(S^c)^{\mathsf T}+T(S^c)^{\mathsf T}(S^c)^{\mathsf T}$. After the sum over $c$ the outer terms contribute $2T$ each, so $J^2=4+2\,\mathbf S_1\!\cdot\mathbf S_2$. In the proof `h1` is the Casimir of the first site, `h2` its transpose for the second, and `e` the expansion, closed by `noncomm_ring`.

```lean
/-- For two spin-1 sites `J² = 4 + 2 S₁·S₂`. -/
theorem totalSpinSq_eq (T : Mat3) :
    totalSpinSq T = (4 : ℂ) • T + (2 : ℂ) • heisenberg T := by
  have h1 := spinOne_algebra.2.2.2
  have h2 : ∑ c, (spinOne c)ᵀ * (spinOne c)ᵀ = (2 : ℂ) • (1 : Mat3) := by
    have h := congrArg Matrix.transpose h1
    simpa only [Matrix.transpose_sum, Matrix.transpose_mul, Matrix.transpose_smul,
      Matrix.transpose_one] using h
  -- expand the square into the two one-site Casimirs and the cross term
  have e : totalSpinSq T = (∑ c, spinOne c * spinOne c) * T + (2 : ℂ) • heisenberg T
      + T * ∑ c, (spinOne c)ᵀ * (spinOne c)ᵀ := by
    simp only [totalSpinSq, totalSpin, heisenberg, Fin.sum_univ_three, two_smul]
    noncomm_ring
  rw [e, h1, h2, Matrix.smul_mul, Matrix.mul_smul, Matrix.one_mul, Matrix.mul_one]
  module
```

Together these give $J^2T=4T+2T^{\mathsf T}-2(\operatorname{tr}T)\,1$. Total spin 2 is defined by the eigenvalue equation $J^2T=6T$, since $j(j+1)=6$ at $j=2$; the zero matrix satisfies it too, so the solutions form a subspace. The trace of the left side is $(4+2-6)\operatorname{tr}T=0$ and that of the right side is $6\operatorname{tr}T$, so $\operatorname{tr}T=0$. What remains is $2T^{\mathsf T}=2T$. Conversely, a symmetric traceless $T$ gives $4T+2T=6T$. The traced equation is `htr`, and the factors $-1/6$ and $1/2$ in the two `linear_combination` calls are the two divisions. The predicate `T.IsSymm` means $T^{\mathsf T}=T$, not hermiticity.

```lean
/-- A two-site state satisfies `J² T = 6 T` (total spin 2) exactly when its amplitude matrix
is symmetric and traceless. -/
theorem spin_two_iff (T : Mat3) :
    totalSpinSq T = (6 : ℂ) • T ↔ T.IsSymm ∧ T.trace = 0 := by
  rw [totalSpinSq_eq, heisenberg_eq]
  constructor
  · intro h
    -- the trace of the eigenvalue equation forces tr T = 0
    have htr := congrArg Matrix.trace h
    simp only [Matrix.trace_add, Matrix.trace_smul, Matrix.trace_sub, Matrix.trace_transpose,
      Matrix.trace_one, Fintype.card_fin, smul_eq_mul] at htr
    have h0 : T.trace = 0 := by linear_combination (-1 / 6) * htr
    refine ⟨?_, h0⟩
    rw [h0, zero_smul, sub_zero] at h
    show Tᵀ = T
    ext i j
    have hij := congrFun (congrFun h i) j
    simp only [Matrix.add_apply, Matrix.smul_apply, smul_eq_mul] at hij
    linear_combination (1 / 2) * hij
  · rintro ⟨hs, ht⟩
    have hs' : Tᵀ = T := hs
    rw [hs', ht]
    module
```

## The contraction of two tensors

From $\sigma_a\sigma_b=\delta_{ab}1+i\varepsilon_{abc}\sigma_c$,
$$\sum_{a,b}T_{ab}\sigma_a\sigma_b=(\operatorname{tr}T)\,1+i(T_{yz}-T_{zy})\sigma_x+i(T_{zx}-T_{xz})\sigma_y+i(T_{xy}-T_{yx})\sigma_z .$$
The formula holds for every $T$ and is verified on the four matrix entries.

```lean
/-- The contraction `∑ T(a,b) σ_a σ_b` equals `(tr T) 1 + i ∑_c ε_{cab} T(a,b) σ_c`. -/
theorem contract_eq (T : Mat3) :
    contract T = T.trace • (1 : BondMatrix) + (I * (T 1 2 - T 2 1)) • pauli 0
      + (I * (T 2 0 - T 0 2)) • pauli 1 + (I * (T 0 1 - T 1 0)) • pauli 2 := by
  ext i j
  simp only [contract, Matrix.sum_apply, Matrix.smul_apply, Matrix.add_apply, Matrix.mul_apply,
    Fin.sum_univ_three, Fin.sum_univ_two, smul_eq_mul, Matrix.trace_fin_three]
  fin_cases i <;> fin_cases j <;> simp [pauli]
  all_goals first
    | ring1
    | (ring_nf; simp only [Complex.I_sq]; ring1)
```

For symmetric traceless $T$ all four coefficients vanish. The converse is the linear independence of $1,\sigma_x,\sigma_y,\sigma_z$, which the proof carries out on entries. The diagonal entries `e00` and `e11` are $\operatorname{tr}T\pm i(T_{xy}-T_{yx})$, and the off-diagonal entries `e01` and `e10` are $i(T_{yz}-T_{zy})\pm(T_{zx}-T_{xz})$. Sums and differences of each pair isolate the trace and the three antisymmetric parts. Both conditions are therefore needed: $T=1$ gives $3\cdot1$, and the traceless $T$ with $T_{xy}=-T_{yx}=1$ and zeros elsewhere gives $2i\sigma_z$.

```lean
/-- The contraction `∑ T(a,b) σ_a σ_b` vanishes if and only if `T` is symmetric and
traceless. -/
theorem contract_eq_zero_iff (T : Mat3) : contract T = 0 ↔ T.IsSymm ∧ T.trace = 0 := by
  constructor
  · intro h
    -- the four entries of the contraction
    have e00 : contract T 0 0 = T.trace + I * (T 0 1 - T 1 0) := by
      rw [contract_eq]
      simp [pauli]
    have e11 : contract T 1 1 = T.trace - I * (T 0 1 - T 1 0) := by
      rw [contract_eq]
      simp [pauli]
      all_goals ring1
    have e01 : contract T 0 1 = I * (T 1 2 - T 2 1) + (T 2 0 - T 0 2) := by
      rw [contract_eq]
      simp [pauli]
      ring_nf
      simp only [Complex.I_sq]
      ring1
    have e10 : contract T 1 0 = I * (T 1 2 - T 2 1) - (T 2 0 - T 0 2) := by
      rw [contract_eq]
      simp [pauli]
      ring_nf
      simp only [Complex.I_sq]
      ring1
    have z : ∀ i j, contract T i j = 0 := fun i j => by rw [h]; rfl
    simp only [z] at e00 e11 e01 e10
    have ht : T.trace = 0 := by linear_combination (-1 / 2) * e00 + (-1 / 2) * e11
    have h01 : T 0 1 = T 1 0 := by
      linear_combination (I / 2) * e00 - (I / 2) * e11 + (T 0 1 - T 1 0) * Complex.I_mul_I
    have h20 : T 2 0 = T 0 2 := by linear_combination (-1 / 2) * e01 + (1 / 2) * e10
    have h12 : T 1 2 = T 2 1 := by
      linear_combination (I / 2) * e01 + (I / 2) * e10 + (T 1 2 - T 2 1) * Complex.I_mul_I
    refine ⟨?_, ht⟩
    show Tᵀ = T
    ext i j
    fin_cases i <;> fin_cases j <;> simp [h01, h20, h12]
  · rintro ⟨hs, ht⟩
    have h12 : T 1 2 = T 2 1 := hs.apply 2 1
    have h20 : T 2 0 = T 0 2 := hs.apply 0 2
    have h01 : T 0 1 = T 1 0 := hs.apply 1 0
    rw [contract_eq, ht, h12, h20, h01]
    simp
```

## Surrounding matrices

For symmetric traceless $T$, linearity and the vanishing of the contraction give
$$\sum_{a,b}T_{ab}\,L\sigma_a\sigma_bR=L\Big(\sum_{a,b}T_{ab}\sigma_a\sigma_b\Big)R=0 .$$
Here $L$ has two columns and $R$ two rows, while their outer index types `m` and `n` are arbitrary. The environment may be a boundary vector or any block of tensors, provided it does not depend on $a$ and $b$. Step `e` pulls $L$ and $R$ out of the sum.

```lean
/-- For symmetric traceless `T` and arbitrary surrounding matrices `L` and `R`,
`∑ T(a,b) L σ_a σ_b R = 0`. -/
theorem sandwich_eq_zero {m n : Type*} (T : Mat3) (hs : T.IsSymm) (ht : T.trace = 0)
    (L : Matrix m (Fin 2) ℂ) (R : Matrix (Fin 2) n ℂ) :
    ∑ a, ∑ b, T a b • (L * pauli a * pauli b * R) = 0 := by
  have e : ∑ a, ∑ b, T a b • (L * pauli a * pauli b * R) = L * contract T * R := by
    simp only [contract, Matrix.mul_sum, Matrix.sum_mul, Matrix.mul_smul, Matrix.smul_mul,
      Matrix.mul_assoc]
  rw [e, (contract_eq_zero_iff T).2 ⟨hs, ht⟩, Matrix.mul_zero, Matrix.zero_mul]
```

For the chain the environment is $L=B\prod_{s\in l}\sigma_s$ and $R=\prod_{s\in r}\sigma_s$, because the ordered product over a concatenated configuration factorises: $\psi_{ab}=\operatorname{tr}(L\sigma_a\sigma_bR)$.

```lean
/-- The two-site amplitude is the trace of `σ_a σ_b` between the product of the boundary matrix
with the left tensors and the product of the right tensors. -/
theorem bondState_eq (B : BondMatrix) (l r : List (Fin 3)) (a b : Fin 3) :
    bondState B l r a b = (B * siteProduct l * pauli a * pauli b * siteProduct r).trace := by
  simp only [bondState, amplitude, siteProduct, Matrix.of_apply, List.map_append, List.map_cons,
    List.prod_append, List.prod_cons, Matrix.mul_assoc]
```

The overlap with a two-site state $T$ is
$$\langle T|\psi\rangle=\sum_{a,b}\overline{T_{ab}}\,\psi_{ab}=\operatorname{tr}\sum_{a,b}\overline{T_{ab}}\,L\sigma_a\sigma_bR .$$
If $J^2T=6T$, then $T$ is symmetric and traceless. Entrywise conjugation preserves both properties, so the sum under the trace vanishes. The theorem has the single hypothesis `hT`, and `B`, `l`, `r` are unrestricted. The conjugate matrix is `T.map star`, its two properties are `hs'` and `ht'`, and the last step takes the trace of `sandwich_eq_zero`. Orthogonality to every solution of $J^2T=6T$ is the sense in which $\psi$ has no spin-2 component; no projector is constructed.

```lean
/-- For any boundary matrix and any configuration of the other sites, the state of two adjacent
sites has zero overlap with every two-site state obeying `J² T = 6 T`. -/
theorem overlap_spin_two_eq_zero (T : Mat3) (hT : totalSpinSq T = (6 : ℂ) • T)
    (B : BondMatrix) (l r : List (Fin 3)) :
    ∑ a, ∑ b, star (T a b) * bondState B l r a b = 0 := by
  obtain ⟨hs, ht⟩ := (spin_two_iff T).1 hT
  -- the complex conjugate of T is again symmetric and traceless
  have hs' : (T.map star).IsSymm := by
    show (T.map star)ᵀ = T.map star
    ext i j
    exact congrArg star (hs.apply i j)
  have ht' : (T.map star).trace = 0 := by
    have e : (T.map star).trace = star T.trace := by
      simp only [Matrix.trace_fin_three, Matrix.map_apply, star_add]
    rw [e, ht, star_zero]
  have h := congrArg Matrix.trace
    (sandwich_eq_zero (T.map star) hs' ht' (B * siteProduct l) (siteProduct r))
  simpa only [Matrix.trace_sum, Matrix.trace_smul, Matrix.trace_zero, smul_eq_mul,
    Matrix.map_apply, bondState_eq] using h
```

## The bond operator

The symmetric part of the Pauli product is $\sigma_a\sigma_b+\sigma_b\sigma_a=2\delta_{ab}1$, checked over all $a,b$ and all entries.

```lean
/-- The Pauli anticommutation relation `σ_a σ_b + σ_b σ_a = 2 δ_{ab}`. -/
theorem pauli_anticomm (a b : Fin 3) :
    pauli a * pauli b + pauli b * pauli a
      = (if a = b then (2 : ℂ) else 0) • (1 : BondMatrix) := by
  ext i j
  simp only [Matrix.add_apply, Matrix.mul_apply, Matrix.smul_apply, Fin.sum_univ_two,
    smul_eq_mul]
  fin_cases a <;> fin_cases b <;> fin_cases i <;> fin_cases j <;>
    simp [pauli]
  all_goals ring1
```

Put $c=\operatorname{tr}(LR)$. Inserting the Pauli anticommutator between $L$ and $R$ and taking the trace gives $\psi_{ab}+\psi_{ba}=2c\,\delta_{ab}$, so each diagonal amplitude equals $c$ and $\operatorname{tr}\psi=3c$. With $h=\mathbf S_1\!\cdot\mathbf S_2$,
$$h\psi=\psi^{\mathsf T}-3c\,1,\qquad h^2\psi=(\psi-3c\,1)-(3c-9c)\,1=\psi+3c\,1,$$
$$h\psi+\tfrac13h^2\psi=\psi^{\mathsf T}+\tfrac13\psi-2c\,1=-\tfrac23\psi,$$
where the last equality uses $\psi^{\mathsf T}=2c\,1-\psi$. In Lean `hc`, `hd` and `ht` are the three facts about $\psi$, the long `simp only` applies `heisenberg_eq` twice, and the cases $a=b$ and $a\ne b$ each reduce to `hc a b`. The statement is an equation between matrices. It makes $\psi$ an eigenvector only when $\psi\neq0$, which fails for instance at $B=0$.

```lean
/-- For any boundary matrix and any configuration of the other sites, the bond operator
`S₁·S₂ + (S₁·S₂)²/3` multiplies the state of two adjacent sites by `-2/3`. -/
theorem akltBond_bondState (B : BondMatrix) (l r : List (Fin 3)) :
    akltBond (bondState B l r) = (-2 / 3 : ℂ) • bondState B l r := by
  -- the symmetric part of the amplitude matrix is a multiple of the identity
  obtain ⟨c, hc⟩ : ∃ c : ℂ, ∀ a b, bondState B l r a b + bondState B l r b a
      = (if a = b then (2 : ℂ) else 0) * c := by
    refine ⟨(B * siteProduct l * siteProduct r).trace, fun a b => ?_⟩
    rw [bondState_eq, bondState_eq, ← Matrix.trace_add]
    generalize B * siteProduct l = L
    generalize siteProduct r = R
    have e : L * pauli a * pauli b * R + L * pauli b * pauli a * R
        = L * (pauli a * pauli b + pauli b * pauli a) * R := by noncomm_ring
    rw [e, pauli_anticomm, Matrix.mul_smul, Matrix.smul_mul, Matrix.mul_one, Matrix.trace_smul,
      smul_eq_mul]
  have hd : ∀ a, bondState B l r a a = c := fun a => by
    have h := hc a a
    rw [if_pos rfl] at h
    linear_combination (1 / 2) * h
  have ht : (bondState B l r).trace = 3 * c := by
    rw [Matrix.trace_fin_three, hd, hd, hd]
    ring
  simp only [akltBond, heisenberg_eq, Matrix.transpose_sub, Matrix.transpose_transpose,
    Matrix.transpose_smul, Matrix.transpose_one, Matrix.trace_sub, Matrix.trace_transpose,
    Matrix.trace_smul, Matrix.trace_one, Fintype.card_fin, smul_eq_mul, ht]
  ext a b
  have h := hc a b
  simp only [Matrix.add_apply, Matrix.sub_apply, Matrix.smul_apply, Matrix.transpose_apply,
    Matrix.one_apply, smul_eq_mul]
  by_cases hab : a = b
  · simp only [if_pos hab] at h ⊢
    linear_combination h
  · simp only [if_neg hab] at h ⊢
    linear_combination h
```

## A nonzero instance

The matrix $vv^{\mathsf T}$ is symmetric, its trace is $1+i^2=0$, and its $xx$ entry is 1, so it is a nonzero solution of $J^2T=6T$. For two sites and $B=1$ the amplitude of $xx$ is $\operatorname{tr}(\sigma_x\sigma_x)=2$, so that state $\psi$ is nonzero. The orthogonality statement is thus not about zero vectors alone.

```lean
/-- The state `quadrupole` is nonzero and obeys `J² T = 6 T`, and the two-site ring with
boundary matrix 1 has amplitude 2 on the configuration xx. -/
theorem spin_two_witness :
    totalSpinSq quadrupole = (6 : ℂ) • quadrupole ∧ quadrupole ≠ 0 ∧
      bondState 1 [] [] 0 0 = 2 := by
  refine ⟨(spin_two_iff _).2 ⟨?_, ?_⟩, ?_, ?_⟩
  · show quadrupoleᵀ = quadrupole
    ext i j
    simp only [Matrix.transpose_apply]
    fin_cases i <;> fin_cases j <;> simp [quadrupole]
  · simp [quadrupole, Matrix.trace_fin_three]
  · intro h
    have h0 := congrFun (congrFun h 0) 0
    simp [quadrupole] at h0
  · rw [bondState_eq]
    simp only [siteProduct, List.map_nil, List.prod_nil, Matrix.mul_one, Matrix.one_mul,
      Matrix.trace_fin_two, Matrix.mul_apply, Fin.sum_univ_two]
    simp [pauli]
    all_goals norm_num

end

end AKLTSpinTwo
```

```lean
#print axioms AKLTSpinTwo.overlap_spin_two_eq_zero
#print axioms AKLTSpinTwo.akltBond_bondState
```

```
'AKLTSpinTwo.overlap_spin_two_eq_zero' depends on axioms: [propext, Classical.choice, Quot.sound]
'AKLTSpinTwo.akltBond_bondState' depends on axioms: [propext, Classical.choice, Quot.sound]
```

## Limits of the statements

The points in this section are hand arguments or known facts, and no theorem above checks them. On total spin $2,1,0$ the exchange operator equals $1,-1,-2$, so the bond operator equals $4/3,-2/3,-2/3$, and $-2/3$ is its lowest eigenvalue. A bond operator acts separately on each slice of fixed $l$ and $r$, so the chain vector inherits the factor $-2/3$ on every bond between sites $j$ and $j+1$, the first and the last of these included. These two remarks lead to the ground-state property of the open chain, but the file defines neither a chain Hamiltonian nor a Hilbert space for $N$ sites.

The bond joining the last site to the first is not of the form `l ++ a :: b :: r`. For $B=1$ cyclicity of the trace reduces it to a bond of that form, while for general $B$ the boundary matrix stands between the two tensors. Adjacency cannot be dropped from the contraction identity: for $T=\operatorname{diag}(1,1,-2)$ with $\sigma_z$ in between,
$$\sigma_x\sigma_z\sigma_x+\sigma_y\sigma_z\sigma_y-2\sigma_z^3=-4\sigma_z\neq0 .$$
The change of basis to the $S^z$ eigenstates, in which the tensors for $S^z=1,0,-1$ are proportional to $\sigma^-,\sigma_z,\sigma^+$ with $\sigma^\pm=(\sigma_x\pm i\sigma_y)/2$, is not carried out, and the chain is always finite.
